# A linear symmetry operation acts on Löwdin functions by its matrix in the original basis exactly when that matrix is unitary

## Can I keep my atomic-orbital symmetry matrices after Löwdin orthogonalisation?

When I build symmetry-adapted combinations of Löwdin-orthogonalised atomic orbitals, I take the matrices that describe the symmetry operations in the original, overlapping basis and apply them unchanged to the orthogonalised functions. This needs each symmetry matrix U to commute with the orthogonalising matrix X = S^(−1/2), where S is the overlap matrix. I would like to see the full argument, with the conditions on U spelled out, and a Lean proof that a machine has checked.

## Yes, if the matrices are unitary, and only then

For a finite, linearly independent basis and a linear symmetry operation that maps the span of the basis into itself, you can keep the matrix U precisely when it is unitary. That U leaves the overlap matrix invariant need not be assumed separately, since it follows from the operation preserving inner products.

Unitarity of U is a condition on the choice of basis functions. It holds when the operation permutes equivalent atoms that carry the same functions and mixes only orthonormal functions within a shell, as a rotation does with a set of p orbitals. It can fail if equivalent functions are scaled differently: if φ and φ′ are exchanged by the operation and the basis contains φ and 2φ′, the off-diagonal entries of U are 2 and 1/2.

### From invariant overlaps to UX = XU

Let φ_j be a finite family of functions with overlaps S_ij = ⟨φ_i|φ_j⟩. Let X be a positive definite matrix, which includes being Hermitian, with XSX = 1. The Löwdin functions are

    χ_j = Σ_i X_ij φ_i.

The symmetry operation R is linear, preserves inner products, and acts on the original functions by

    R φ_j = Σ_i U_ij φ_i.

**Overlaps after a change of functions.** For any square matrix A, put ψ_j = Σ_i A_ij φ_i. The inner product is conjugate-linear in its first argument, so

    ⟨ψ_j|ψ_k⟩ = Σ_i Σ_l conj(A_ij) S_il A_lk = (AᴴSA)_jk.

For A = X this gives XSX = 1, so the χ_j are orthonormal. For A = U the new functions are the R φ_j, whose overlaps are those of the φ_j, and therefore

    UᴴSU = S.

**U commutes with S.** Suppose that U is unitary. Then UUᴴ = 1, and

    US = U(UᴴSU) = (UUᴴ)SU = SU.

**U commutes with X².** From X(SX) = 1 it follows, for square matrices, that (SX)X = 1. Hence SX² = 1, and likewise X²S = 1. Inserting SX² = 1 on the right gives

    X²U = X²U(SX²) = X²(US)X² = X²(SU)X² = (X²S)UX² = UX².

**From X² to X.** Let C = UX − XU. Then

    XC + CX = XUX − X²U + UX² − XUX = UX² − X²U = 0.

Multiply XC + CX = 0 from the left by Cᴴ and take the trace. Since the trace is cyclic, tr(CᴴCX) = tr(CXCᴴ), and so

    tr(CᴴXC) + tr(CXCᴴ) = 0.

With c_j for the columns of C, the first trace is

    tr(CᴴXC) = Σ_j c_j† X c_j.

Every term is an expectation value of the positive definite matrix X, apart from normalisation, and so is nonnegative. The second trace is the same kind of sum over the columns of Cᴴ. Two nonnegative numbers that add to zero both vanish, so c_j† X c_j = 0 for every j. Positive definiteness then forces c_j = 0. Hence C = 0, which is UX = XU.

**Action on the Löwdin functions.** By linearity of R,

    R χ_j = Σ_i X_ij R φ_i = Σ_k (UX)_kj φ_k
          = Σ_k (XU)_kj φ_k = Σ_i U_ij χ_i.

This is the action by the same matrix U.

**The converse.** Suppose that R χ_j = Σ_i U_ij χ_i for all j. The χ_j have overlap matrix 1. Their images have overlap matrix Uᴴ1U = UᴴU by the transformation rule, and 1 because R preserves inner products. Thus UᴴU = 1, and the square matrix U is unitary.

### The symmetry operation and the Löwdin functions in Lean

The main theorem is `loewdin_same_matrix_iff`. Its functions `φ : n → E` are labelled by a finite type `n` and live in a complex inner product space `E`, which can be a space of one-electron wavefunctions. The definition `overlap φ` is the matrix S, with `inner ℂ (φ i) (φ j)` as its entry in row i and column j.

The definition `combine φ A` is the family whose member j is Σ_i A_ij φ_i. Coefficients therefore stand in columns, as molecular-orbital coefficients usually do. The Löwdin functions are `combine φ X`.

The hypotheses have these meanings:

- `R : E →ₗᵢ[ℂ] E` is a linear map that preserves norms, and hence inner products. Rotations and reflections acting on wavefunctions are of this kind. Time reversal is antilinear and is not covered.
- `hX : X.PosDef` and `hXS : X * overlap φ * X = 1` say that X is the positive inverse square root of S. The existence of such an X is assumed here. It excludes linearly dependent bases. A calculation that discards near-dependent combinations uses a different orthogonalising matrix, which does not satisfy these hypotheses, and needs a separate argument.
- `hR` says that R acts on the original functions by U. In particular, the basis must be complete under the operation: a p_x function without its p_y partner fails this for a quarter turn about z.

The conclusion is an equivalence. On its left, R acts on the Löwdin functions by U. On its right, `U ∈ Matrix.unitaryGroup n ℂ` says that U is unitary. The theorem treats one operation at a time and can be applied to each element of a symmetry group.

The matrix statement behind it is `unitary_commute`. It mentions no functions: S is any square matrix for which a positive definite X with XSX = 1 exists, and UᴴSU = S is the hypothesis `hS`. In the main theorem that relation is derived from the isometry.

For electronic-structure calculations in a finite, linearly independent atomic-orbital basis, the equivalence tells you which symmetry matrices can be carried over to the Löwdin basis without being recomputed.

```lean
import Mathlib

open Matrix
open scoped ComplexOrder

namespace LoewdinSymmetry

variable {n : Type*} [Fintype n]
variable {E : Type*} [NormedAddCommGroup E] [InnerProductSpace ℂ E]

/-- The overlap matrix of a family of functions: its entries are the inner products
of the functions with one another. -/
noncomputable def overlap (φ : n → E) : Matrix n n ℂ :=
  Matrix.of fun i j => inner ℂ (φ i) (φ j)

/-- The family of linear combinations of the functions `φ` whose coefficients are the
columns of the matrix `A`. -/
def combine (φ : n → E) (A : Matrix n n ℂ) : n → E :=
  fun j => ∑ i, A i j • φ i

/-- Two successive changes of basis functions amount to one change by the product of
the coefficient matrices. -/
theorem combine_combine (φ : n → E) (A B : Matrix n n ℂ) :
    combine (combine φ A) B = combine φ (A * B) := by
  funext j
  simp only [combine, Matrix.mul_apply, Finset.smul_sum, Finset.sum_smul, smul_smul]
  rw [Finset.sum_comm]
  refine Finset.sum_congr rfl fun k _ => Finset.sum_congr rfl fun i _ => ?_
  rw [mul_comm]

/-- Under a change of basis functions with coefficient matrix `A`, the overlap matrix
`S` becomes `Aᴴ S A`. -/
theorem overlap_combine (φ : n → E) (A : Matrix n n ℂ) :
    overlap (combine φ A) = Aᴴ * overlap φ * A := by
  ext j k
  rw [Matrix.mul_assoc, Matrix.mul_apply]
  simp only [overlap, combine, Matrix.of_apply, sum_inner]
  refine Finset.sum_congr rfl fun i _ => ?_
  rw [inner_smul_left, inner_sum, Matrix.mul_apply, Matrix.conjTranspose_apply]
  refine congrArg₂ (· * ·) rfl (Finset.sum_congr rfl fun l _ => ?_)
  rw [inner_smul_right]
  exact mul_comm _ _

/-- If `X` is positive definite, the only matrix that anticommutes with `X` is zero. -/
theorem eq_zero_of_anticommute {X C : Matrix n n ℂ} (hX : X.PosDef)
    (h : X * C + C * X = 0) : C = 0 := by
  -- the trace of `Bᴴ X B` is the sum of `b† X b` over the columns `b` of `B`
  have key : ∀ B : Matrix n n ℂ, (Bᴴ * X * B).trace =
      ∑ j, star (fun i => B i j) ⬝ᵥ X *ᵥ (fun i => B i j) := by
    intro B
    rw [Matrix.mul_assoc]
    rfl
  have pos : ∀ (B : Matrix n n ℂ) (j : n),
      0 ≤ star (fun i => B i j) ⬝ᵥ X *ᵥ (fun i => B i j) :=
    fun B j => hX.posSemidef.dotProduct_mulVec_nonneg _
  have nonneg : ∀ B : Matrix n n ℂ, 0 ≤ (Bᴴ * X * B).trace := by
    intro B
    rw [key]
    exact Finset.sum_nonneg fun j _ => pos B j
  -- two nonnegative traces add to zero, so each of them vanishes
  have total : (Cᴴ * X * C).trace + (Cᴴᴴ * X * Cᴴ).trace = 0 := by
    rw [Matrix.conjTranspose_conjTranspose, Matrix.trace_mul_comm (C * X) Cᴴ,
      ← Matrix.trace_add, Matrix.mul_assoc, ← Matrix.mul_add, h, Matrix.mul_zero,
      Matrix.trace_zero]
  have first := ((add_eq_zero_iff_of_nonneg (nonneg C) (nonneg Cᴴ)).1 total).1
  rw [key, Finset.sum_eq_zero_iff_of_nonneg (fun j _ => pos C j)] at first
  ext i j
  by_contra hij
  have hne : (fun i => C i j) ≠ 0 := fun h0 => hij (congrFun h0 i)
  exact (hX.dotProduct_mulVec_pos hne).ne' (first j (Finset.mem_univ j))

variable [DecidableEq n]

/-- If `X` is positive definite with `X S X = 1`, every matrix that commutes with the
overlap matrix `S` commutes with `X`. -/
theorem commute_of_commute_overlap {S X A : Matrix n n ℂ} (hX : X.PosDef)
    (hXS : X * S * X = 1) (hA : A * S = S * A) : A * X = X * A := by
  -- `X * X` is the two-sided inverse of `S`
  have h1 : S * (X * X) = 1 := by
    rw [← mul_assoc]
    exact mul_eq_one_comm.1 (by rw [← mul_assoc]; exact hXS)
  have h2 : X * X * S = 1 := mul_eq_one_comm.1 h1
  have h3 : X * X * A = A * (X * X) := by
    calc X * X * A = X * X * A * (S * (X * X)) := by rw [h1, mul_one]
      _ = X * X * (A * S) * (X * X) := by simp only [mul_assoc]
      _ = X * X * S * (A * (X * X)) := by rw [hA]; simp only [mul_assoc]
      _ = A * (X * X) := by rw [h2, one_mul]
  -- the commutator of `A` and `X` anticommutes with `X`
  refine sub_eq_zero.1 (eq_zero_of_anticommute hX ?_)
  calc X * (A * X - X * A) + (A * X - X * A) * X
      = A * (X * X) - X * X * A := by noncomm_ring
    _ = 0 := by rw [h3, sub_self]

/-- If `X` is positive definite with `X S X = 1`, a unitary matrix `U` that leaves the
overlap matrix invariant, `Uᴴ S U = S`, commutes with `X`. -/
theorem unitary_commute {S X U : Matrix n n ℂ} (hX : X.PosDef)
    (hXS : X * S * X = 1) (hU : U ∈ Matrix.unitaryGroup n ℂ)
    (hS : Uᴴ * S * U = S) : U * X = X * U := by
  have hU' : U * Uᴴ = 1 := Matrix.mem_unitaryGroup_iff.1 hU
  refine commute_of_commute_overlap hX hXS ?_
  calc U * S = U * (Uᴴ * S * U) := by rw [hS]
    _ = U * Uᴴ * (S * U) := by simp only [mul_assoc]
    _ = S * U := by rw [hU', one_mul]

/-- If `X` is positive definite with `X S X = 1`, where `S` is the overlap matrix of
`φ`, the Löwdin functions formed with `X` have the unit matrix as overlap matrix. -/
theorem loewdin_orthonormal (φ : n → E) {X : Matrix n n ℂ} (hX : X.PosDef)
    (hXS : X * overlap φ * X = 1) : overlap (combine φ X) = 1 := by
  rw [overlap_combine, hX.isHermitian.eq, hXS]

/-- Let a linear isometry `R` act on the basis functions by the matrix `U`, and let `X`
be positive definite with `X S X = 1` for their overlap matrix `S`. Then `R` acts on the
Löwdin functions by the same matrix `U` if and only if `U` is unitary. -/
theorem loewdin_same_matrix_iff (φ : n → E) (R : E →ₗᵢ[ℂ] E) {X U : Matrix n n ℂ}
    (hX : X.PosDef) (hXS : X * overlap φ * X = 1)
    (hR : ∀ j, R (φ j) = combine φ U j) :
    (∀ j, R (combine φ X j) = combine (combine φ X) U j) ↔
      U ∈ Matrix.unitaryGroup n ℂ := by
  -- an isometry preserves the overlap matrix of any family
  have iso : ∀ ψ : n → E, overlap (fun j => R (ψ j)) = overlap ψ := by
    intro ψ
    ext i j
    exact R.inner_map_map (ψ i) (ψ j)
  constructor
  · intro h
    have h' : (fun j => R (combine φ X j)) = combine (combine φ X) U := funext h
    have h1 := iso (combine φ X)
    rw [h', overlap_combine, loewdin_orthonormal φ hX hXS, mul_one] at h1
    exact Matrix.mem_unitaryGroup_iff'.2 h1
  · intro hU j
    have h' : (fun j => R (φ j)) = combine φ U := funext hR
    have hS : Uᴴ * overlap φ * U = overlap φ := by
      rw [← overlap_combine, ← h', iso]
    have hmap : R (combine φ X j) = combine (fun i => R (φ i)) X j := by
      simp only [combine, map_sum, map_smul]
    -- the change to Löwdin functions and the symmetry operation can be exchanged
    rw [hmap, h', combine_combine, unitary_commute hX hXS hU hS, ← combine_combine]

/-- The matrices `S = !![5/9, 4/9; 4/9, 5/9]`, `X = !![2, -1; -1, 2]` and `U = !![0, 1; 1, 0]`
satisfy the hypotheses of `unitary_commute`. -/
theorem unitary_commute_witness :
    (!![2, -1; -1, 2] : Matrix (Fin 2) (Fin 2) ℂ).PosDef ∧
    (!![2, -1; -1, 2] : Matrix (Fin 2) (Fin 2) ℂ) * !![5/9, 4/9; 4/9, 5/9] *
      !![2, -1; -1, 2] = 1 ∧
    (!![0, 1; 1, 0] : Matrix (Fin 2) (Fin 2) ℂ) ∈ Matrix.unitaryGroup (Fin 2) ℂ ∧
    (!![0, 1; 1, 0] : Matrix (Fin 2) (Fin 2) ℂ)ᴴ * !![5/9, 4/9; 4/9, 5/9] *
      !![0, 1; 1, 0] = !![5/9, 4/9; 4/9, 5/9] := by
  refine ⟨?_, ?_, ?_, ?_⟩
  · -- `X` is the unit matrix plus a positive semidefinite matrix
    have h : (!![2, -1; -1, 2] : Matrix (Fin 2) (Fin 2) ℂ) =
        1 + (!![1, -1; 0, 0] : Matrix (Fin 2) (Fin 2) ℂ)ᴴ * !![1, -1; 0, 0] := by
      ext i j
      fin_cases i <;> fin_cases j <;>
        norm_num [Matrix.mul_apply, Fin.sum_univ_succ]
    rw [h]
    exact Matrix.PosDef.one.add_posSemidef (Matrix.posSemidef_conjTranspose_mul_self _)
  · ext i j
    fin_cases i <;> fin_cases j <;> norm_num [Matrix.mul_apply, Fin.sum_univ_succ]
  · rw [Matrix.mem_unitaryGroup_iff, Matrix.star_eq_conjTranspose]
    ext i j
    fin_cases i <;> fin_cases j <;> norm_num [Matrix.mul_apply, Fin.sum_univ_succ]
  · ext i j
    fin_cases i <;> fin_cases j <;> norm_num [Matrix.mul_apply, Fin.sum_univ_succ]

end LoewdinSymmetry
```

```lean
#print axioms LoewdinSymmetry.loewdin_same_matrix_iff
```

```
'LoewdinSymmetry.loewdin_same_matrix_iff' depends on axioms: [propext, Classical.choice, Quot.sound]
```

### How the trace argument enters the Lean proof

The first two lemmas are the bookkeeping for changes of functions. `combine_combine` says that a change by A followed by a change by B is a single change by AB; its proof expands both sides and exchanges two finite sums. `overlap_combine` is the rule S → AᴴSA, obtained by pulling the coefficients out of the inner product, conjugated on the left and unchanged on the right.

`eq_zero_of_anticommute` contains the positivity argument, for any C with XC + CX = 0. Inside it, `key` writes tr(BᴴXB) as a sum over the columns of B, and `nonneg` shows that this sum is nonnegative. For complex numbers, the order used here makes `0 ≤ z` mean that z is real and nonnegative. The step `total` is the equation for the two traces; its second term appears as `Cᴴᴴ * X * Cᴴ` because it is the same expression with B = Cᴴ. Then `first` extracts the vanishing of every column term of the first trace. If some entry of C were nonzero, its column would be nonzero and would give a strictly positive term, which is a contradiction.

`commute_of_commute_overlap` covers the passage from S to X, for any matrix A that commutes with S. Its steps `h1` and `h2` state that X² is the inverse of S on both sides, with `mul_eq_one_comm` supplying the fact that a one-sided inverse of a square matrix is two-sided. The chain `h3` is the calculation X²A = AX². The last calculation shows that AX − XA anticommutes with X, where `noncomm_ring` expands the products without changing the order of the factors.

`unitary_commute` adds the short chain from UᴴSU = S to US = SU and passes the result to the previous lemma. `loewdin_orthonormal` is the overlap rule with A = X, using Xᴴ = X.

In `loewdin_same_matrix_iff`, the step `iso` records that R preserves the overlap matrix of every family. The first direction after `constructor` is the converse above: it compares the two expressions for the overlap matrix of the transformed Löwdin functions and reads off UᴴU = 1. The second direction first derives `hS`, the invariance of S. Then `hmap` moves R through the linear combination that defines χ_j. The final rewriting turns (φU)X into φ(UX), replaces UX by XU, and regroups the result as (φX)U, where φA abbreviates `combine φ A`.

`unitary_commute_witness` checks the matrix hypotheses on a 2 × 2 case with the exchange matrix as U. The diagonal entries of S are 5/9, so functions with these overlaps are not normalised; after normalisation their mutual overlap is 4/5, and X is multiplied by √5/3. Positive definiteness of `!![2, -1; -1, 2]` comes from writing it as the unit matrix plus a product BᴴB, and the remaining conditions are verified entry by entry.
